# Chebyshev filtering of a Hermitian operator: for a small relative gap η, the worst-case degree scales as η^(-1/2)

Take the matrix $H=\mathrm{diag}(-(1+2\eta),\,1)$ with small $\eta>0$, and suppose that the first eigenvector is wanted and the second is not. Applying $H$ once multiplies the wanted component by $1+2\eta$ in magnitude and leaves the other unchanged. The Chebyshev polynomial $T_2(x)=2x^2-1$ also leaves the unwanted component unchanged, but multiplies the wanted one by $1+8\eta+8\eta^2$. Doubling the degree has quadrupled the leading excess over 1, from $2\eta$ to $8\eta$. At degree $m$ the excess starts as $2m^2\eta$, so it becomes appreciable when $m$ is of order $\eta^{-1/2}$.

## Amplification outside the window, none inside

Let $H$ be Hermitian, let $Hv=-(1+2\eta)v$ with $\eta\ge0$, and let $y$ be a finite combination of eigenvectors with eigenvalues in the window $[-1,1]$. Then, for every degree $m\ge0$,

$$\|T_m(H)y\|\le\|y\|,$$

$$\|T_m(H)v\|=\cosh\big(m\,\mathrm{arccosh}(1+2\eta)\big)\|v\|\ge\tfrac12(1+2\sqrt\eta)^m\|v\|.$$

For nonzero $v$, call $\|y\|/\|v\|$ the contamination ratio, and suppose that the filter should bring it down to at most $\varepsilon$ times its initial value, where $\varepsilon>0$.

- If $\eta\le1$, any degree with $m\sqrt\eta\ge\log(2/\varepsilon)$ suffices.
- If $y\ne0$ sits at the window edge, $Hy=y$, the reduction requires $2m\sqrt\eta\ge\log(1/\varepsilon)$.

## The filter degree in a plane-wave eigensolver

A Chebyshev-filtered eigensolver maps the unwanted part $[a,b]$ of the spectrum linearly onto $[-1,1]$. A wanted eigenvalue $\lambda<a$ then has $\eta=(a-\lambda)/(b-a)$, the gap divided by the unwanted width. For a fixed Hermitian Hamiltonian with a correctly bounded window, the estimates tell a plane-wave code how many products by $H$ per vector secure a given reduction. Once $\lambda$ and $a$ have converged with respect to the plane-wave basis, raising the kinetic-energy cutoff further raises $b$ with little change in the gap, so $\eta$ falls and the sufficient degree grows.

## From the three-term recurrence to the degree

The polynomials satisfy $T_0=1$, $T_1(x)=x$ and $T_{m+2}(x)=2xT_{m+1}(x)-T_m(x)$. If $Hu=\mu u$, then $T_m(H)u=c_mu$, where

$$c_0=1,\qquad c_1=\mu,\qquad c_{n+2}=2\mu c_{n+1}-c_n.$$

Inside the window write $\mu=\cos\theta$. Since $\cos((n+2)\theta)+\cos(n\theta)=2\cos\theta\cos((n+1)\theta)$, the solution is $c_m=\cos(m\theta)$. For $\mu=-(1+2\eta)=-\cosh\alpha$ with $\alpha\ge0$, the same identity for cosh gives $c_m=(-1)^m\cosh(m\alpha)$. This is the exact amplification of $v$.

For $y$, collect terms with equal eigenvalues: $y=\sum_\mu f_\mu$, with $Hf_\mu=\mu f_\mu$. Hermiticity gives $(\mu-\nu)\langle f_\mu,f_\nu\rangle=0$, so different components are orthogonal and

$$\|T_m(H)y\|^2=\sum_\mu\cos^2(m\arccos\mu)\,\|f_\mu\|^2\le\sum_\mu\|f_\mu\|^2=\|y\|^2.$$

For the growth factor, $\alpha=\log(x+\sqrt{x^2-1})$ with $x=1+2\eta$. Hence

$$e^\alpha=1+2\eta+2\sqrt{\eta+\eta^2}\ge1+2\sqrt\eta,$$

and $\cosh(m\alpha)\ge\frac12e^{m\alpha}$ gives the lower bound. In the other direction,

$$\cosh(2\sqrt\eta)=1+2\sinh^2\sqrt\eta\ge1+2\eta=\cosh\alpha,$$

so $\alpha\le2\sqrt\eta$ and $\cosh(m\alpha)\le e^{2m\sqrt\eta}$.

Now let $s=\sqrt\eta\le1$. Then $e^s\le1+s+s^2\le1+2s$, and $ms\ge\log(2/\varepsilon)$ implies $(1+2s)^m\ge e^{ms}\ge2/\varepsilon$. Therefore $\|T_m(H)v\|\ge\|v\|/\varepsilon$, while $y$ has not grown: the ratio is now at most $\varepsilon$ times its initial value.

If instead $Hy=y$, then $T_m(H)y=y$. A reduction by $\varepsilon$ requires $1\le\varepsilon\cosh(m\alpha)\le\varepsilon e^{2m\sqrt\eta}$, which is the necessary condition. For fixed $\varepsilon<1$ and $\eta\to0$, both conditions scale as $\eta^{-1/2}$.

## The Lean file

```lean
import Mathlib

open Polynomial

namespace ChebyshevFilter

noncomputable section

variable {E : Type*} [NormedAddCommGroup E] [InnerProductSpace ℂ E]

/-- The Chebyshev filter `T_m(H)` of degree `m`. -/
def chebFilter (H : Module.End ℂ E) (m : ℕ) : Module.End ℂ E :=
  aeval H (Chebyshev.T ℂ (m : ℤ))

/-- The unwanted window: the span of the eigenvectors of `H` with eigenvalues in `[-1, 1]`. -/
def window (H : Module.End ℂ E) : Submodule ℂ E :=
  Submodule.span ℂ {u | ∃ μ : ℝ, |μ| ≤ 1 ∧ H u = (μ : ℂ) • u}

/-- The inverse hyperbolic cosine, for arguments `x ≥ 1`. -/
def arccosh (x : ℝ) : ℝ := Real.log (x + Real.sqrt (x ^ 2 - 1))

/-- The three-term recurrence by which a code applies the filter to a vector, with one
product by `H` per degree. -/
theorem chebFilter_add_two (H : Module.End ℂ E) (m : ℕ) (x : E) :
    chebFilter H (m + 2) x = (2 : ℂ) • H (chebFilter H (m + 1) x) - chebFilter H m x := by
  have h : Chebyshev.T ℂ ((m + 2 : ℕ) : ℤ) = X * Chebyshev.T ℂ ((m + 1 : ℕ) : ℤ)
      + X * Chebyshev.T ℂ ((m + 1 : ℕ) : ℤ) - Chebyshev.T ℂ (m : ℤ) := by
    push_cast
    rw [Chebyshev.T_add_two]
    ring
  simp only [chebFilter, h, map_sub, map_add, map_mul, aeval_X, LinearMap.sub_apply,
    LinearMap.add_apply, Module.End.mul_apply, two_smul]

/-- On an eigenvector with eigenvalue `μ` the filter multiplies by the number `c m` that solves
the scalar Chebyshev recurrence with `c 0 = 1` and `c 1 = μ`. -/
theorem chebFilter_eigenvector {H : Module.End ℂ E} {u : E} {μ : ℝ}
    (hu : H u = (μ : ℂ) • u) (c : ℕ → ℝ) (h0 : c 0 = 1) (h1 : c 1 = μ)
    (hc : ∀ n, c (n + 2) = 2 * μ * c (n + 1) - c n) (m : ℕ) :
    chebFilter H m u = (c m : ℂ) • u := by
  induction m using Nat.twoStepInduction with
  | zero => simp [chebFilter, h0]
  | one => simp [chebFilter, h1, hu]
  | more n ih1 ih2 =>
    rw [chebFilter_add_two, ih2, ih1, map_smul, hu, hc]
    push_cast
    module

/-- A vector of the window is a finite sum of eigenvectors, one for each eigenvalue that
occurs, all with eigenvalues in `[-1, 1]`. -/
theorem window_decomposition {H : Module.End ℂ E} {y : E} (hy : y ∈ window H) :
    ∃ f : ℝ →₀ E, (∀ μ, H (f μ) = (μ : ℂ) • f μ) ∧ (∀ μ, 1 < |μ| → f μ = 0) ∧
      y = f.sum fun _ u => u := by
  refine Submodule.span_induction (p := fun y _ => ∃ f : ℝ →₀ E,
    (∀ μ, H (f μ) = (μ : ℂ) • f μ) ∧ (∀ μ, 1 < |μ| → f μ = 0) ∧
      y = f.sum fun _ u => u) ?_ ?_ ?_ ?_ hy
  · rintro u ⟨μ, hμ, hu⟩
    refine ⟨Finsupp.single μ u, fun ν => ?_, fun ν hν => ?_,
      by simp⟩
    · by_cases h : μ = ν
      · subst h
        simpa using hu
      · simp [h]
    · have h : μ ≠ ν := by
        rintro rfl
        exact absurd hμ (not_le_of_gt hν)
      simp [h]
  · exact ⟨0, by simp, by simp, by simp⟩
  · rintro x y _ _ ⟨f, hf, hf', hx⟩ ⟨g, hg, hg', hy⟩
    refine ⟨f + g, fun μ => ?_, fun μ hμ => by simp [hf' μ hμ, hg' μ hμ], ?_⟩
    · rw [Finsupp.add_apply, map_add, hf, hg, smul_add]
    · rw [hx, hy]
      exact (Finsupp.sum_add_index' (fun _ => rfl) (fun _ _ _ => rfl)).symm
  · rintro c x _ ⟨f, hf, hf', hx⟩
    refine ⟨c • f, fun μ => ?_, fun μ hμ => by simp [hf' μ hμ], ?_⟩
    · rw [Finsupp.smul_apply, map_smul, hf, smul_comm]
    · rw [hx, Finsupp.sum_smul_index' (fun _ => rfl), Finsupp.smul_sum]

/-- Pythagoras for a Hermitian `H`: in a combination of eigenvectors with distinct eigenvalues
the squared norms add. -/
theorem norm_sq_sum {H : Module.End ℂ E} (hH : LinearMap.IsSymmetric H) (g : ℝ → E)
    (hg : ∀ μ, H (g μ) = (μ : ℂ) • g μ) (c : ℝ → ℝ) (s : Finset ℝ) :
    ‖∑ μ ∈ s, (c μ : ℂ) • g μ‖ ^ 2 = ∑ μ ∈ s, c μ ^ 2 * ‖g μ‖ ^ 2 := by
  induction s using Finset.induction_on with
  | empty => simp
  | insert a s ha ih =>
    have horth : inner ℂ ((c a : ℂ) • g a) (∑ μ ∈ s, (c μ : ℂ) • g μ) = 0 := by
      rw [inner_sum]
      refine Finset.sum_eq_zero fun ν hν => ?_
      have hne : (a : ℂ) - ν ≠ 0 := by
        refine sub_ne_zero.2 fun h => ha ?_
        rwa [Complex.ofReal_injective h]
      -- Hermiticity forces (a - ν)⟨g a, g ν⟩ = 0
      have h := hH (g a) (g ν)
      rw [hg, hg, inner_smul_left, inner_smul_right, Complex.conj_ofReal] at h
      have h' : ((a : ℂ) - ν) * inner ℂ (g a) (g ν) = 0 := by linear_combination h
      rw [inner_smul_left, inner_smul_right, (mul_eq_zero.1 h').resolve_left hne,
        mul_zero, mul_zero]
    rw [Finset.sum_insert ha, Finset.sum_insert ha, norm_add_sq (𝕜 := ℂ), ih, horth,
      norm_smul, mul_pow]
    simp only [map_zero, mul_zero, add_zero, Complex.norm_real, Real.norm_eq_abs, sq_abs]

/-- For `x ≥ 1`, `arccosh x` has exponential `x + √(x² - 1)` and hyperbolic cosine `x`. -/
theorem arccosh_spec {x : ℝ} (hx : 1 ≤ x) :
    Real.exp (arccosh x) = x + Real.sqrt (x ^ 2 - 1) ∧ Real.cosh (arccosh x) = x := by
  have h0 := Real.sqrt_nonneg (x ^ 2 - 1)
  have hs : Real.sqrt (x ^ 2 - 1) ^ 2 = x ^ 2 - 1 := Real.sq_sqrt (by nlinarith)
  have he : Real.exp (arccosh x) = x + Real.sqrt (x ^ 2 - 1) :=
    Real.exp_log (by linarith)
  have hi : (x + Real.sqrt (x ^ 2 - 1))⁻¹ = x - Real.sqrt (x ^ 2 - 1) :=
    inv_eq_of_mul_eq_one_right (by linear_combination -hs)
  refine ⟨he, ?_⟩
  rw [Real.cosh_eq, Real.exp_neg, he, hi]
  ring

/-- For `η ≥ 0` the growth factor `cosh(m arccosh(1 + 2η))` lies between `(1 + 2√η)^m / 2`
and `exp(2m√η)`. -/
theorem growth_bounds {η : ℝ} (hη : 0 ≤ η) (m : ℕ) :
    1 / 2 * (1 + 2 * Real.sqrt η) ^ m ≤ Real.cosh (m * arccosh (1 + 2 * η)) ∧
      Real.cosh (m * arccosh (1 + 2 * η)) ≤ Real.exp (2 * m * Real.sqrt η) := by
  have hs := Real.sqrt_nonneg η
  have hq := Real.sq_sqrt hη
  obtain ⟨he, hc⟩ := arccosh_spec (x := 1 + 2 * η) (by linarith)
  constructor
  · have h1 : 1 + 2 * Real.sqrt η ≤ Real.exp (arccosh (1 + 2 * η)) := by
      have h : 2 * Real.sqrt η ≤ Real.sqrt ((1 + 2 * η) ^ 2 - 1) :=
        Real.le_sqrt_of_sq_le (by nlinarith [sq_nonneg η])
      rw [he]
      linarith
    have h2 := pow_le_pow_left₀ (by positivity) h1 m
    rw [← Real.exp_nat_mul] at h2
    have h3 := Real.exp_pos (-(m * arccosh (1 + 2 * η)))
    rw [Real.cosh_eq]
    linarith
  · -- cosh(2s) = 1 + 2 sinh² s ≥ 1 + 2s² with s = √η
    have ha : |arccosh (1 + 2 * η)| ≤ |2 * Real.sqrt η| := by
      refine Real.cosh_le_cosh.1 ?_
      have h := pow_le_pow_left₀ hs (Real.self_le_sinh_iff.2 hs) 2
      rw [hc, Real.cosh_two_mul, Real.cosh_sq]
      linarith
    have hm : Real.cosh (m * arccosh (1 + 2 * η)) ≤ Real.cosh (m * (2 * Real.sqrt η)) := by
      refine Real.cosh_le_cosh.2 ?_
      rw [abs_mul, abs_mul]
      exact mul_le_mul_of_nonneg_left ha (abs_nonneg _)
    have ht : 0 ≤ (m : ℝ) * (2 * Real.sqrt η) := by positivity
    have hexp : Real.exp (-(m * (2 * Real.sqrt η))) ≤ Real.exp (m * (2 * Real.sqrt η)) :=
      Real.exp_le_exp.2 (by linarith)
    rw [Real.cosh_eq (m * (2 * Real.sqrt η))] at hm
    rw [show 2 * (m : ℝ) * Real.sqrt η = m * (2 * Real.sqrt η) by ring]
    linarith

/-- An eigenvector with eigenvalue `-(1 + 2η)`, `η ≥ 0`, is amplified in norm by exactly
`cosh(m arccosh(1 + 2η))`. -/
theorem norm_chebFilter_wanted {H : Module.End ℂ E} {v : E} {η : ℝ} (hη : 0 ≤ η)
    (hv : H v = ((-(1 + 2 * η) : ℝ) : ℂ) • v) (m : ℕ) :
    ‖chebFilter H m v‖ = Real.cosh (m * arccosh (1 + 2 * η)) * ‖v‖ := by
  have hc := (arccosh_spec (x := 1 + 2 * η) (by linarith)).2
  set a := arccosh (1 + 2 * η)
  rw [chebFilter_eigenvector hv (fun n => (-1) ^ n * Real.cosh (n * a)) (by simp)
    (by simp [hc]) (fun n => ?_) m]
  · rw [norm_smul, Complex.norm_real, norm_mul, norm_pow, norm_neg, norm_one, one_pow,
      one_mul, Real.norm_of_nonneg (Real.cosh_pos _).le]
  · have h1 : ((n + 2 : ℕ) : ℝ) * a = ((n + 1 : ℕ) : ℝ) * a + a := by push_cast; ring
    have h2 : (n : ℝ) * a = ((n + 1 : ℕ) : ℝ) * a - a := by push_cast; ring
    simp only [h1, h2, Real.cosh_add, Real.cosh_sub, ← hc]
    ring

/-- Chebyshev filtering for a Hermitian `H`: a component `y` in the window `[-1, 1]` does not
grow, while an eigenvector `v` with eigenvalue `-(1 + 2η)`, `η ≥ 0`, grows by
`cosh(m arccosh(1 + 2η))`, which is at least `(1 + 2√η)^m / 2`. -/
theorem chebyshev_filter {H : Module.End ℂ E} (hH : LinearMap.IsSymmetric H) {v y : E} {η : ℝ}
    (hη : 0 ≤ η) (hv : H v = ((-(1 + 2 * η) : ℝ) : ℂ) • v) (hy : y ∈ window H) (m : ℕ) :
    ‖chebFilter H m y‖ ≤ ‖y‖ ∧
      ‖chebFilter H m v‖ = Real.cosh (m * arccosh (1 + 2 * η)) * ‖v‖ ∧
      1 / 2 * (1 + 2 * Real.sqrt η) ^ m * ‖v‖ ≤ ‖chebFilter H m v‖ := by
  have hw := norm_chebFilter_wanted hη hv m
  refine ⟨?_, hw, ?_⟩
  · obtain ⟨f, hf, hf', hsum⟩ := window_decomposition hy
    -- each component is multiplied by cos(m arccos μ)
    have h1 : chebFilter H m y =
        ∑ μ ∈ f.support, ((Real.cos (m * Real.arccos μ) : ℝ) : ℂ) • f μ := by
      rw [hsum, Finsupp.sum, map_sum]
      refine Finset.sum_congr rfl fun μ hμ => ?_
      have hle : |μ| ≤ 1 := le_of_not_gt fun h => Finsupp.mem_support_iff.1 hμ (hf' μ h)
      have hcos := Real.cos_arccos (abs_le.1 hle).1 (abs_le.1 hle).2
      refine chebFilter_eigenvector (hf μ) (fun n => Real.cos (n * Real.arccos μ))
        (by simp) (by simp [hcos]) (fun n => ?_) m
      have e1 : ((n + 2 : ℕ) : ℝ) * Real.arccos μ
          = ((n + 1 : ℕ) : ℝ) * Real.arccos μ + Real.arccos μ := by push_cast; ring
      have e2 : (n : ℝ) * Real.arccos μ
          = ((n + 1 : ℕ) : ℝ) * Real.arccos μ - Real.arccos μ := by push_cast; ring
      simp only [e1, e2, Real.cos_add, Real.cos_sub, hcos]
      ring
    have h2 : y = ∑ μ ∈ f.support, ((1 : ℝ) : ℂ) • f μ := by
      simpa [Finsupp.sum] using hsum
    have h3 : ‖y‖ ^ 2 = ∑ μ ∈ f.support, (1 : ℝ) ^ 2 * ‖f μ‖ ^ 2 := by
      rw [h2]
      exact norm_sq_sum hH f hf (fun _ => 1) f.support
    have h4 : ‖chebFilter H m y‖ ^ 2 =
        ∑ μ ∈ f.support, Real.cos (m * Real.arccos μ) ^ 2 * ‖f μ‖ ^ 2 := by
      rw [h1]
      exact norm_sq_sum hH f hf (fun μ => Real.cos (m * Real.arccos μ)) f.support
    have h5 : ‖chebFilter H m y‖ ^ 2 ≤ ‖y‖ ^ 2 := by
      rw [h3, h4]
      refine Finset.sum_le_sum fun μ _ => mul_le_mul_of_nonneg_right ?_ (sq_nonneg _)
      rw [one_pow]
      exact Real.cos_sq_le_one _
    by_contra h
    have h6 := lt_of_not_ge h
    nlinarith [norm_nonneg y]
  · rw [hw]
    exact mul_le_mul_of_nonneg_right (growth_bounds hη m).1 (norm_nonneg v)

/-- Sufficient degree: for Hermitian `H` and `0 ≤ η ≤ 1`, a degree with `m√η ≥ log(2/ε)` reduces the
ratio of the window component `y` to the wanted eigenvector `v`, whose eigenvalue is `-(1 + 2η)`, by
the factor `ε > 0`. -/
theorem degree_sufficient {H : Module.End ℂ E} (hH : LinearMap.IsSymmetric H) {v y : E}
    {η ε : ℝ} (hη : 0 ≤ η) (hη1 : η ≤ 1) (hε : 0 < ε)
    (hv : H v = ((-(1 + 2 * η) : ℝ) : ℂ) • v) (hy : y ∈ window H) {m : ℕ}
    (hm : Real.log (2 / ε) ≤ m * Real.sqrt η) :
    ‖chebFilter H m y‖ * ‖v‖ ≤ ε * (‖y‖ * ‖chebFilter H m v‖) := by
  obtain ⟨h1, -, h3⟩ := chebyshev_filter hH hη hv hy m
  have hs := Real.sqrt_nonneg η
  have hs1 : Real.sqrt η ≤ 1 := Real.sqrt_le_iff.2 ⟨zero_le_one, by simpa using hη1⟩
  -- exp s ≤ 1 + s + s² ≤ 1 + 2s on [0, 1]
  have hexp : Real.exp (Real.sqrt η) ≤ 1 + 2 * Real.sqrt η := by
    have h := (abs_le.1 (Real.abs_exp_sub_one_sub_id_le
      (x := Real.sqrt η) (by rwa [abs_of_nonneg hs]))).2
    nlinarith
  have hP : 2 / ε ≤ (1 + 2 * Real.sqrt η) ^ m := by
    refine ((Real.log_le_iff_le_exp (by positivity)).1 hm).trans ?_
    rw [Real.exp_nat_mul]
    exact pow_le_pow_left₀ (Real.exp_pos _).le hexp m
  have hP' := mul_le_mul_of_nonneg_right ((div_le_iff₀ hε).1 hP) (norm_nonneg v)
  have hT := mul_le_mul_of_nonneg_left h3 hε.le
  have hvT : ‖v‖ ≤ ε * ‖chebFilter H m v‖ := by linarith
  calc ‖chebFilter H m y‖ * ‖v‖ ≤ ‖y‖ * (ε * ‖chebFilter H m v‖) :=
        mul_le_mul h1 hvT (norm_nonneg _) (norm_nonneg _)
    _ = ε * (‖y‖ * ‖chebFilter H m v‖) := by ring

/-- Necessary degree: if a nonzero `y` sits at the window edge, `H y = y`, then reducing its ratio
to a nonzero wanted eigenvector `v` with eigenvalue `-(1 + 2η)` by the factor `ε > 0` requires
`2m√η ≥ log(1/ε)`, where `η ≥ 0`. -/
theorem degree_necessary {H : Module.End ℂ E} {v y : E} {η ε : ℝ} (hη : 0 ≤ η) (hε : 0 < ε)
    (hv : H v = ((-(1 + 2 * η) : ℝ) : ℂ) • v) (hv0 : v ≠ 0) (hy : H y = y) (hy0 : y ≠ 0)
    {m : ℕ} (h : ‖chebFilter H m y‖ * ‖v‖ ≤ ε * (‖y‖ * ‖chebFilter H m v‖)) :
    Real.log (1 / ε) ≤ 2 * m * Real.sqrt η := by
  have hTy : chebFilter H m y = y := by
    have h1 := chebFilter_eigenvector (H := H) (u := y) (μ := 1) (by simpa using hy)
      (fun _ => 1) rfl rfl (fun _ => by norm_num) m
    simpa using h1
  rw [hTy, norm_chebFilter_wanted hη hv m] at h
  have hpos : 0 < ‖y‖ * ‖v‖ := mul_pos (norm_pos_iff.2 hy0) (norm_pos_iff.2 hv0)
  have h1 : 1 ≤ ε * Real.cosh (m * arccosh (1 + 2 * η)) :=
    le_of_mul_le_mul_left (by linarith) hpos
  have h2 := mul_le_mul_of_nonneg_left (growth_bounds hη m).2 hε.le
  refine (Real.log_le_iff_le_exp (by positivity)).2 ((div_le_iff₀ hε).2 ?_)
  linarith

end

end ChebyshevFilter
```

```lean
#print axioms ChebyshevFilter.chebyshev_filter
#print axioms ChebyshevFilter.degree_sufficient
#print axioms ChebyshevFilter.degree_necessary
```

```
'ChebyshevFilter.chebyshev_filter' depends on axioms: [propext, Classical.choice, Quot.sound]
'ChebyshevFilter.degree_sufficient' depends on axioms: [propext, Classical.choice, Quot.sound]
'ChebyshevFilter.degree_necessary' depends on axioms: [propext, Classical.choice, Quot.sound]
```

## Operators, windows and ratios in the theorems

`E` is a complex inner-product space of any dimension, and `H : Module.End ℂ E` is a linear map defined on all of it. `LinearMap.IsSymmetric H` says $\langle Hx,z\rangle=\langle x,Hz\rangle$, which for a matrix in an orthonormal basis is Hermiticity. `chebFilter H m` is Mathlib's Chebyshev polynomial evaluated at `H`, and `window H` is the span of the eigenvectors with real eigenvalues in $[-1,1]$.

`chebyshev_filter` contains the three norm statements. It treats $v$ and $y$ separately; for a trial vector $x=v+y$, linearity adds the filtered parts. `degree_sufficient` and `degree_necessary` write the ratio condition as a product,
$$\|T_m(H)y\|\,\|v\|\le\varepsilon\,\|y\|\,\|T_m(H)v\|,$$
which avoids dividing by a norm. The second needs nonzero vectors but not the symmetry of `H`.

## Induction on the degree, then orthogonality

`chebFilter_add_two` transfers the recurrence to vectors, and `chebFilter_eigenvector` solves it by two-step induction. `window_decomposition` uses induction over the span to collect one component per eigenvalue; `norm_sq_sum` adds these components one at a time, using symmetry to remove each cross term. The main theorem applies it with coefficients 1 and $\cos(m\arccos\mu)$, then compares the sums term by term.

`arccosh_spec` proves the properties of the logarithmic formula, and `norm_chebFilter_wanted` inserts the cosh solution. `growth_bounds` supplies both exponential estimates, which the degree theorems turn into conditions on $m$ through the logarithm.

## Assumed spectrum, no rounding

The eigenvalue of $v$ and the membership of $y$ in the window are hypotheses. A code has to estimate the window, and an upper bound $b$ set too low leaves high-energy components outside it, where they are amplified too. In infinite dimension the span contains only finite combinations of eigenvectors, so continuous spectrum is not treated, nor are unbounded operators with a restricted domain. Rounding errors, generalised eigenproblems with an overlap matrix, and a Hamiltonian that changes during self-consistency also lie beyond these theorems.
